# An exact identity linking slope mismatch and energy error in radial shooting

An electron moves in a fixed central potential, and its radial equation is integrated outward from a small radius a and inward from a large radius b. The trial energy E is a guess. One branch is rescaled so that the two agree in value at a matching radius c, and the result is a continuous function P that usually has a kink there. How far is E from the true level E0, given the size of the kink?

Let ψ be the true solution at E0. Both P and ψ are reduced radial functions, meaning r times the radial wavefunction. Write L for the slope of P on [a,c] and R for its slope on [c,b]. If P and ψ both vanish at a and b, then in atomic units

2(E0 − E) ∫Pψ = ψ(c)(L(c) − R(c)),

with the integral over [a,b]. This bears on the energy correction used in radial solvers for atoms, here for one electron in a given local potential on a finite interval. It is an identity for exact solutions of the differential equation; grid errors and the convergence of repeated corrections are separate questions.

In Lean 4 with Mathlib:

```lean
import Mathlib

open Set MeasureTheory

namespace HartreeCooley
```

## One potential, two energies

In atomic units, with the centrifugal term included in V, the functions satisfy

P'' = 2(V − E)P on each piece, and ψ'' = 2(V − E0)ψ on [a,b].

By hand, this is used to differentiate the Wronskian W = P'ψ − Pψ'. The products P'ψ' cancel, and so does V:

W' = P''ψ − Pψ'' = 2(V − E)Pψ − 2(V − E0)Pψ = 2(E0 − E)Pψ.

Integrating over an interval [s,t] on which P has no kink gives Green's identity:

2(E0 − E) ∫ₛᵗ Pψ = W(t) − W(s).

If P leaves a residual r, meaning P'' = 2(V − E)P + r, then ∫rψ is added to the left side. A kink then no longer measures the energy error alone.

```lean
/-- The function `u`, with derivative `du`, solves the radial equation `u'' = 2 (V - E) u`
on `[a, b]`, with one-sided derivatives at the ends. -/
def SolvesOn (V : ℝ → ℝ) (E : ℝ) (u du : ℝ → ℝ) (a b : ℝ) : Prop :=
  ∀ x ∈ Icc a b, HasDerivWithinAt u (du x) (Icc a b) x ∧
    HasDerivWithinAt du (2 * (V x - E) * u x) (Icc a b) x
```

`SolvesOn V E u du a b` says that `du` is the derivative of `u` and that `du` has derivative 2(V − E)u, at every point of the closed interval `Icc a b`. At the ends these are one-sided derivatives.

Continuity of V is not assumed here, but asking for the equation at every point still excludes a potential step where the solution is nonzero. It also excludes a Coulomb s-state with a = 0: the hydrogen function r·exp(−r) has second derivative −2 at the origin, whereas the formal equation, with u(0) = 0, demands 0 there. A p-state, which starts as r², fails there too. For these states a has to be positive, and the zero at a is then an idealisation.

## Zeros at both ends

Physically, hard walls stand at a and b. By hand, they remove the outer Wronskian terms: W(a) = L(a)ψ(a) − P(a)ψ'(a) vanishes because ψ(a) = P(a) = 0, and W(b) vanishes likewise. Without these zeros, W(b) − W(a) stays on the right side of the identity. A bound state cut off at a finite radius where it is small but nonzero generally leaves such a remainder.

```lean
/-- A solution of the radial equation at energy `E` on `[a, b]` that vanishes at both ends. -/
structure DirichletSolution (V : ℝ → ℝ) (E : ℝ) (ψ dψ : ℝ → ℝ) (a b : ℝ) : Prop where
  solves : SolvesOn V E ψ dψ a b
  zero_a : ψ a = 0
  zero_b : ψ b = 0
```

`DirichletSolution` states the condition for ψ, with `dψ` as its slope. The trial function carries its own two zeros in the next structure.

## One value and two slopes at the matching point

Rescaling one branch makes P continuous at c and leaves its slope free to jump. Green's identity on the two pieces, with the outer terms gone, reads

2(E0 − E) ∫ over [a,c] of Pψ = L(c)ψ(c) − P(c)ψ'(c),

2(E0 − E) ∫ over [c,b] of Pψ = −R(c)ψ(c) + P(c)ψ'(c).

Adding them cancels P(c)ψ'(c) and gives the result. If the branches had different values P(c−) and P(c+), the right side would gain the term −(P(c−) − P(c+))ψ'(c).

```lean
/-- A trial function `P` at energy `E` that vanishes at `a` and `b` and solves the radial equation
on `[a, c]` with slope `L` and on `[c, b]` with slope `R`; the two slopes may differ at `c`. -/
structure MatchedTrial (V : ℝ → ℝ) (E : ℝ) (P L R : ℝ → ℝ) (a c b : ℝ) : Prop where
  hac : a ≤ c
  hcb : c ≤ b
  outward : SolvesOn V E P L a c
  inward : SolvesOn V E P R c b
  zero_a : P a = 0
  zero_b : P b = 0
```

In `MatchedTrial`, continuity comes from using a single function `P` for both branches. `L c` is the slope P'(c−) and `R c` is P'(c+) when a < c < b. The inequalities also admit c = a or c = b; one branch then shrinks to a point and its slope there is unconstrained, which does no harm because ψ(c) = 0.

The proof first records that solutions and their slopes are continuous, then states the fundamental theorem of calculus for a continuous derivative.

```lean
variable {V P L R ψ dψ u du p dp : ℝ → ℝ} {E E0 a b c : ℝ}

/-- A solution of the radial equation and its slope are continuous on the interval. -/
theorem SolvesOn.continuous_pair (h : SolvesOn V E u du a b) :
    ContinuousOn u (Icc a b) ∧ ContinuousOn du (Icc a b) :=
  ⟨fun x hx => (h x hx).1.continuousWithinAt, fun x hx => (h x hx).2.continuousWithinAt⟩

/-- The integral over `[a, b]` of a continuous derivative is the difference of the end values. -/
theorem integral_of_deriv {f f' : ℝ → ℝ} (hab : a ≤ b)
    (h : ∀ x ∈ Icc a b, HasDerivWithinAt f (f' x) (Icc a b) x)
    (hc : ContinuousOn f' (Icc a b)) : ∫ x in a..b, f' x = f b - f a :=
  intervalIntegral.integral_eq_sub_of_hasDerivAt_of_le hab
    (fun x hx => (h x hx).continuousWithinAt)
    (fun x hx => (h x (Ioo_subset_Icc_self hx)).hasDerivAt (Icc_mem_nhds hx.1 hx.2))
    (hc.intervalIntegrable_of_Icc hab)
```

`green_identity` applies that theorem to the Wronskian. The two product rules supply the derivative, and `ring` performs the cancellation of V and of the slope products. The integrand Pψ is continuous whether or not V is.

```lean
/-- Green's identity: for solutions at energies `E` and `E0` in the same potential, the energy
difference times twice the overlap is the change of the Wronskian across the interval. -/
theorem green_identity (hab : a ≤ b) (hp : SolvesOn V E p dp a b)
    (hu : SolvesOn V E0 u du a b) :
    2 * (E0 - E) * ∫ x in a..b, p x * u x =
      (dp b * u b - p b * du b) - (dp a * u a - p a * du a) := by
  rw [← intervalIntegral.integral_const_mul]
  refine integral_of_deriv (f := fun x => dp x * u x - p x * du x) hab (fun x hx => ?_)
    (continuousOn_const.mul (hp.continuous_pair.1.mul hu.continuous_pair.1))
  -- the potential and the product of slopes cancel in the derivative of the Wronskian
  obtain ⟨p1, p2⟩ := hp x hx
  obtain ⟨u1, u2⟩ := hu x hx
  exact ((p2.fun_mul u1).fun_sub (p1.fun_mul u2)).congr_deriv (by ring)
```

The main theorem restricts ψ to the two subintervals, splits the overlap integral at c, and adds the two Green identities. The last four terms of `linear_combination` insert the four boundary zeros.

```lean
/-- The exact Hartree-Cooley identity: the energy error of the trial function, times twice its
overlap with `ψ`, equals `ψ c` times the drop of the trial slope at the matching point. -/
theorem hartree_cooley_identity (hψ : DirichletSolution V E0 ψ dψ a b)
    (hP : MatchedTrial V E P L R a c b) :
    2 * (E0 - E) * ∫ x in a..b, P x * ψ x = ψ c * (L c - R c) := by
  have s1 : Icc a c ⊆ Icc a b := Icc_subset_Icc le_rfl hP.hcb
  have s2 : Icc c b ⊆ Icc a b := Icc_subset_Icc hP.hac le_rfl
  have e1 : SolvesOn V E0 ψ dψ a c := fun x hx =>
    ⟨(hψ.solves x (s1 hx)).1.mono s1, (hψ.solves x (s1 hx)).2.mono s1⟩
  have e2 : SolvesOn V E0 ψ dψ c b := fun x hx =>
    ⟨(hψ.solves x (s2 hx)).1.mono s2, (hψ.solves x (s2 hx)).2.mono s2⟩
  have i1 : IntervalIntegrable (fun x => P x * ψ x) volume a c :=
    (hP.outward.continuous_pair.1.mul e1.continuous_pair.1).intervalIntegrable_of_Icc hP.hac
  have i2 : IntervalIntegrable (fun x => P x * ψ x) volume c b :=
    (hP.inward.continuous_pair.1.mul e2.continuous_pair.1).intervalIntegrable_of_Icc hP.hcb
  rw [← intervalIntegral.integral_add_adjacent_intervals i1 i2]
  -- on adding the two pieces, the terms with the slope of ψ at c cancel
  linear_combination green_identity hP.hac hP.outward e1 + green_identity hP.hcb hP.inward e2
    - L a * hψ.zero_a + dψ a * hP.zero_a + R b * hψ.zero_b - dψ b * hP.zero_b
```

## Nonzero overlap with the true state

Dividing by the overlap yields a formula for the level:

E0 = E + ψ(c)(L(c) − R(c)) / (2∫Pψ).

The hypothesis `hne` says that the trial function contains some of the state being sought. The proof uses it only for this division. The formula is exact but still contains the unknown ψ, whose normalisation cancels.

```lean
/-- If the trial function has nonzero overlap with `ψ`, the energy `E0` is the trial energy plus
a correction given by the slope mismatch. -/
theorem exact_energy_correction (hψ : DirichletSolution V E0 ψ dψ a b)
    (hP : MatchedTrial V E P L R a c b) (hne : ∫ x in a..b, P x * ψ x ≠ 0) :
    E0 = E + ψ c * (L c - R c) / (2 * ∫ x in a..b, P x * ψ x) := by
  rw [← sub_eq_iff_eq_add', eq_div_iff (mul_ne_zero two_ne_zero hne)]
  linear_combination hartree_cooley_identity hψ hP
```

The same argument shows what a zero overlap can mean. Suppose P has no kink, so that it is itself a bound solution at energy E. The right side of the identity is then zero, and E ≠ E0 forces ∫Pψ = 0: bound solutions at different energies are orthogonal. A search that lands on another level therefore sees perfectly matched slopes and an energy different from E0.

## A matching point away from the nodes of ψ

When the overlap is nonzero and ψ(c) ≠ 0, the slopes agree exactly when E = E0. The two hypotheses serve opposite directions. If the slopes agree, the product of 2(E0 − E) and the overlap is zero, and `hne` gives E = E0. If E = E0, then ψ(c)(L(c) − R(c)) is zero, and `hc` gives equal slopes.

```lean
/-- If the overlap with `ψ` is nonzero and `ψ` does not vanish at the matching point, the outward
and inward slopes agree there exactly when the trial energy equals `E0`. -/
theorem slopes_match_iff (hψ : DirichletSolution V E0 ψ dψ a b)
    (hP : MatchedTrial V E P L R a c b) (hne : ∫ x in a..b, P x * ψ x ≠ 0)
    (hc : ψ c ≠ 0) : L c = R c ↔ E = E0 := by
  have m := hartree_cooley_identity hψ hP
  constructor
  · intro h
    rw [h, sub_self, mul_zero] at m
    have := (mul_eq_zero.mp m).resolve_right hne
    linarith
  · intro h
    rw [h, sub_self, mul_zero, zero_mul] at m
    have := (mul_eq_zero.mp m.symm).resolve_left hc
    linarith
```

At a node the second direction fails. Take V = 0 on [0,π], ψ = sin 2x, E = E0 = 2 and c = π/2. Let P be sin 2x on the left and 2 sin 2x on the right. P is continuous and its overlap with ψ is 3π/4, yet its slopes at c are −2 and −4.

## A continuous potential and a trial function of nonzero norm

Replacing the unknown ψ by P in the exact formula gives the continuum form of Cooley's correction, which can be computed from the trial function alone. To identify the resulting energy, differentiate PP'/2 on each piece:

(PP'/2)' = P'²/2 + VP² − EP².

Integrate over both pieces and use P(a) = P(b) = 0. The kinetic and potential energies together equal

E∫P² + P(c)(L(c) − R(c))/2.

Division by ∫P² shows that the corrected energy is the Rayleigh quotient of P, with the radial kinetic energy written as the integral of P'²/2 on each side of the kink and the centrifugal part contained in V.

Here V appears inside an integral, and its continuity, `hV`, makes the energy density continuous and hence integrable. Without it, integrability would need its own argument. The condition ∫P² ≠ 0 excludes the zero function, which has no energy to assign.

```lean
/-- For a continuous potential, the kinetic plus potential energy of a solution on an interval is
`E` times its squared norm plus a boundary term. -/
theorem energy_on_interval (hab : a ≤ b) (hV : ContinuousOn V (Icc a b))
    (h : SolvesOn V E p dp a b) :
    ∫ x in a..b, (dp x ^ 2 / 2 + V x * p x ^ 2) =
      E * (∫ x in a..b, p x ^ 2) + (p b * dp b - p a * dp a) / 2 := by
  obtain ⟨cp, cd⟩ := h.continuous_pair
  have c1 : ContinuousOn (fun x => dp x ^ 2 / 2 + V x * p x ^ 2) (Icc a b) :=
    ((cd.pow 2).div_const 2).add (hV.mul (cp.pow 2))
  have c2 : ContinuousOn (fun x => E * p x ^ 2) (Icc a b) :=
    continuousOn_const.mul (cp.pow 2)
  have i1 : IntervalIntegrable (fun x => dp x ^ 2 / 2 + V x * p x ^ 2) volume a b :=
    c1.intervalIntegrable_of_Icc hab
  have i2 : IntervalIntegrable (fun x => E * p x ^ 2) volume a b :=
    c2.intervalIntegrable_of_Icc hab
  -- integration by parts, written as the derivative of p p' / 2
  have key : ∫ x in a..b, ((dp x ^ 2 / 2 + V x * p x ^ 2) - E * p x ^ 2) =
      p b * dp b / 2 - p a * dp a / 2 :=
    integral_of_deriv (f := fun x => p x * dp x / 2) hab
      (fun x hx => (((h x hx).1.fun_mul (h x hx).2).div_const 2).congr_deriv (by ring))
      (c1.sub c2)
  rw [intervalIntegral.integral_sub i1 i2, intervalIntegral.integral_const_mul] at key
  linear_combination key
```

`energy_on_interval` is the integration by parts on one piece. `cooley_eq_rayleigh` adds the two pieces and divides by the squared norm ∫P².

```lean
/-- The continuum form of Cooley's corrected energy, with exact slopes and integrals, is the
Rayleigh quotient of that function, for a continuous potential and a trial function of nonzero norm.
-/
theorem cooley_eq_rayleigh (hV : ContinuousOn V (Icc a b))
    (hP : MatchedTrial V E P L R a c b) (hne : ∫ x in a..b, P x ^ 2 ≠ 0) :
    E + P c * (L c - R c) / (2 * ∫ x in a..b, P x ^ 2) =
      ((∫ x in a..c, (L x ^ 2 / 2 + V x * P x ^ 2)) +
        ∫ x in c..b, (R x ^ 2 / 2 + V x * P x ^ 2)) / ∫ x in a..b, P x ^ 2 := by
  have i1 : IntervalIntegrable (fun x => P x ^ 2) volume a c :=
    (hP.outward.continuous_pair.1.pow 2).intervalIntegrable_of_Icc hP.hac
  have i2 : IntervalIntegrable (fun x => P x ^ 2) volume c b :=
    (hP.inward.continuous_pair.1.pow 2).intervalIntegrable_of_Icc hP.hcb
  have split := intervalIntegral.integral_add_adjacent_intervals i1 i2
  have g1 := energy_on_interval hP.hac (hV.mono (Icc_subset_Icc le_rfl hP.hcb)) hP.outward
  have g2 := energy_on_interval hP.hcb (hV.mono (Icc_subset_Icc hP.hac le_rfl)) hP.inward
  have k : (∫ x in a..c, (L x ^ 2 / 2 + V x * P x ^ 2)) +
      (∫ x in c..b, (R x ^ 2 / 2 + V x * P x ^ 2)) =
      E * (∫ x in a..b, P x ^ 2) + P c * (L c - R c) / 2 := by
    linear_combination g1 + g2 + E * split - L a / 2 * hP.zero_a + R b / 2 * hP.zero_b
  rw [k, add_div, mul_div_cancel_right₀ _ hne, div_div]
```

## A sine and a tent that meet the conditions

For a free particle on [0,π], ψ = sin x has E0 = 1/2. At E = 0 the trial equation is P'' = 0, so the branches are straight lines, and they form a tent with its peak at c = π/2.

```lean
/-- The tent function on `[0, π]`, rising with slope one to the midpoint and falling back. -/
noncomputable def tent (x : ℝ) : ℝ := min x (Real.pi - x)
```

The slopes at the peak are 1 and −1, and the identity reads

2 · (1/2) · ∫ tent(x) sin x dx = 1 · 2,

which gives an overlap of 2. The proof checks the conditions of both structures, using `hl` and `hr` to replace the tent by its straight branches, and obtains the integral from the main theorem.

```lean
/-- For zero potential on `[0, π]`, the sine at energy `1/2` and the tent at trial energy `0`,
matched at `π/2`, meet all the conditions, and their overlap is `2`. -/
theorem hartree_cooley_witness :
    DirichletSolution (fun _ => 0) (1 / 2) Real.sin Real.cos 0 Real.pi ∧
    MatchedTrial (fun _ => 0) 0 tent (fun _ => 1) (fun _ => -1) 0 (Real.pi / 2) Real.pi ∧
    ∫ x in (0 : ℝ)..Real.pi, tent x * Real.sin x = 2 := by
  have hpi := Real.pi_pos
  have hl : ∀ y ∈ Icc 0 (Real.pi / 2), tent y = y := fun y hy => by
    unfold tent
    exact min_eq_left (by linarith [hy.2])
  have hr : ∀ y ∈ Icc (Real.pi / 2) Real.pi, tent y = Real.pi - y := fun y hy => by
    unfold tent
    exact min_eq_right (by linarith [hy.1])
  have h1 : DirichletSolution (fun _ => 0) (1 / 2) Real.sin Real.cos 0 Real.pi := by
    refine ⟨fun x _ => ⟨(Real.hasDerivAt_sin x).hasDerivWithinAt, ?_⟩,
      Real.sin_zero, Real.sin_pi⟩
    refine (Real.hasDerivAt_cos x).hasDerivWithinAt.congr_deriv ?_
    show -Real.sin x = 2 * ((0 : ℝ) - 1 / 2) * Real.sin x
    ring
  have h2 : MatchedTrial (fun _ => 0) 0 tent (fun _ => 1) (fun _ => -1)
      0 (Real.pi / 2) Real.pi := by
    refine ⟨by linarith, by linarith, fun x hx => ⟨?_, ?_⟩, fun x hx => ⟨?_, ?_⟩,
      hl 0 ⟨le_rfl, by linarith⟩,
      (hr Real.pi ⟨by linarith, le_rfl⟩).trans (sub_self _)⟩
    · exact (hasDerivAt_id' x).hasDerivWithinAt.congr hl (hl x hx)
    · exact (hasDerivAt_const x (1 : ℝ)).hasDerivWithinAt.congr_deriv (by simp)
    · exact ((hasDerivAt_id' x).const_sub Real.pi).hasDerivWithinAt.congr hr (hr x hx)
    · exact (hasDerivAt_const x (-1 : ℝ)).hasDerivWithinAt.congr_deriv (by simp)
  refine ⟨h1, h2, ?_⟩
  -- the overlap is read off from the slope jump
  have m : 2 * ((1 : ℝ) / 2 - 0) * ∫ x in (0 : ℝ)..Real.pi, tent x * Real.sin x =
      Real.sin (Real.pi / 2) * (1 - (-1)) := hartree_cooley_identity h1 h2
  rw [Real.sin_pi_div_two] at m
  linarith

end HartreeCooley
```

The exact formula then returns 0 + 2/4 = 1/2. The version with P in place of ψ has P(c) = π/2 and ∫P² = π³/12, and gives 6/π² ≈ 0.61: a single correction from a guess below the true level, ending above it.

```lean
#print axioms HartreeCooley.exact_energy_correction
#print axioms HartreeCooley.slopes_match_iff
#print axioms HartreeCooley.cooley_eq_rayleigh
```

```
'HartreeCooley.exact_energy_correction' depends on axioms: [propext, Classical.choice, Quot.sound]
'HartreeCooley.slopes_match_iff' depends on axioms: [propext, Classical.choice, Quot.sound]
'HartreeCooley.cooley_eq_rayleigh' depends on axioms: [propext, Classical.choice, Quot.sound]
```
